# With finitely many energy-forbidden channels of positive weight, a Lorentzian-broadened rate vanishes linearly in the width and a Gaussian-broadened one faster than any power

## Why does my rate survive when no final state conserves energy?

I number the scattering channels of an exciton by $j$. A channel is a final exciton state together with a phonon that is absorbed or emitted. Its weight $c_j>0$ collects the golden-rule factor $2\pi/\hbar$, the squared coupling and the occupation factors, and its mismatch $D_j$ is the energy by which the process fails to conserve energy. In the golden-rule sum I replace $\delta(D_j)$ by a peak of width $s>0$, either a Lorentzian with half width $s$ at half maximum or a Gaussian with standard deviation $s$.

On my fixed momentum grid there is an initial state for which every $D_j$ is nonzero, and the closest channel is off by 20 meV. With $s=2$ meV the Gaussian gives a rate that is zero for all purposes. The Lorentzian gives a small but visible rate, and it roughly halves when I halve $s$. Both peaks are supposed to turn into the same delta function. Is the Lorentzian rate a real scattering process, or is it made by the broadening? And if it is made by the broadening, how fast does it go away?

## The Lorentzian tail leaves a term proportional to the width

If $s$ is only a numerical substitute for the delta function, the rate that your fixed grid gives is made by the broadening. This does not show that the process is forbidden in the crystal, because energy-conserving final states may lie between the grid points. On the fixed grid both rates go to zero with $s$, as they should when no channel conserves energy, but they do so at very different speeds. The Lorentzian rate is a positive constant times $s$ to leading order, which is the halving you observe. The Gaussian rate falls below every power of $s$. If $s$ stands for a physical linewidth instead, the same formulas hold, but whether the tail is a real process is then a question about the line shape.

Drop the constant prefactors $1/\pi$ and $1/\sqrt{2\pi}$ and write

$$
L(s)=\sum_j c_j\,\frac{s}{D_j^2+s^2},\qquad
G(s)=\sum_j \frac{c_j}{s}\,e^{-D_j^2/(2s^2)},\qquad
\Lambda=\sum_j\frac{c_j}{D_j^2}.
$$

I call $\Lambda$ the leakage coefficient. With normalised peaks the rates are $L/\pi$ and $G/\sqrt{2\pi}$, so the normalised Lorentzian rate per unit width tends to $\Lambda/\pi$.

### The Lorentzian rate per unit width

For $s\neq0$, division by $s$ removes the numerator:

$$
\frac{L(s)}{s}=\sum_j\frac{c_j}{D_j^2+s^2}.
$$

Each denominator tends to $D_j^2\neq0$ as $s$ decreases to 0, so each term tends to $c_j/D_j^2$. The sum is finite, hence $L(s)/s\to\Lambda$. With at least one channel and all weights positive, $\Lambda>0$.

The distance from the limit can also be bounded. For one channel,

$$
\frac{c_j}{D_j^2}-\frac{c_j}{D_j^2+s^2}=\frac{c_j\,s^2}{D_j^2(D_j^2+s^2)}.
$$

The right-hand side is nonnegative, and replacing $D_j^2+s^2$ by the smaller $D_j^2$ can only increase it. Summing over the channels gives

$$
0\le\Lambda-\frac{L(s)}{s}\le s^2\sum_j\frac{c_j}{D_j^4}.
$$

For a single channel with $D=20$ meV and $s=2$ meV, the bound is $s^2/D^2=1\%$ of $\Lambda$. You are already well inside the linear regime.

### The Gaussian rate against powers of the width

For $x>0$ all terms of the exponential series are positive, so any single one of them is at most $e^x$. Take the term of order $n+1$, with $n$ a natural number, and invert:

$$
\frac{x^{n+1}}{(n+1)!}\le e^x
\quad\Longrightarrow\quad
e^{-x}\le\frac{(n+1)!}{x^{n+1}}.
$$

With $x=D_j^2/(2s^2)$ this reads

$$
e^{-D_j^2/(2s^2)}\le (n+1)!\,2^{n+1}\,\frac{s^{2(n+1)}}{D_j^{2(n+1)}}.
$$

Multiply by $c_j/s$, which lowers the power of $s$ by one, and sum:

$$
G(s)\le C_n\,s^{2n+1},\qquad
C_n=(n+1)!\,2^{n+1}\sum_j\frac{c_j}{D_j^{2(n+1)}}.
$$

Now fix a natural number $k$ and choose $n=k$. Then

$$
0\le\frac{G(s)}{s^k}\le C_k\,s^{k+1}\to0 .
$$

For $k=0$ this says that the Gaussian rate itself vanishes.

### The ratio of the two rates

Shift one power of $s$ to the Lorentzian rate:

$$
\frac{G(s)}{L(s)\,s^k}=\frac{G(s)/s^{k+1}}{L(s)/s}\to\frac{0}{\Lambda}=0 .
$$

The division is allowed because $\Lambda>0$. Restoring the normalisation multiplies the ratio by $\sqrt{\pi/2}$, which leaves the limit at zero.

### What the Lean theorems say about the channels

The channels form a finite type `ι`, and the weights and mismatches are functions `c D : ι → ℝ`. Energies are real numbers in some fixed unit. The definitions `lorentzianRate`, `gaussianRate` and `leakage` are $L$, $G$ and $\Lambda$, without the constant prefactors. The notation `𝓝[>] 0` means that $s$ approaches 0 through positive values, so nothing depends on what the formulas return at $s=0$.

The main theorem, `forbidden_channel_leakage`, assumes at least one channel (`[Nonempty ι]`), positive weights (`∀ j, 0 < c j`) and nonzero mismatches (`∀ j, D j ≠ 0`). It concludes three things: $\Lambda$ is positive, $L(s)/s$ tends to $\Lambda$, and $G(s)/s^k$ tends to 0 for every natural $k$. The theorem `gaussian_lorentzian_ratio_tendsto` adds the limit of the ratio under the same assumptions. Two further theorems, `leakage_sub_lorentzianRate_div` and `gaussianRate_le`, state the explicit bounds derived above. They also assume nonzero mismatches, but the weights need only be nonnegative and the set of channels may be empty.

The condition on the mismatches is what "energy-forbidden" means here. A single channel with $D_j=0$ and $c_j>0$ contributes $c_j/s$ to both rates, which grows without limit as $s$ decreases.

The weights and mismatches are inputs. They are not derived from a Bethe–Salpeter calculation or from a phonon model, and they do not change with $s$. This matters for convergence tests: for a finite, fixed set of channels that are all energy-forbidden, the result tells you that Lorentzian tails produce a rate proportional to $s$ to leading order at small $s$. If you refine the momentum grid while you reduce $s$, new channels appear and some mismatches may approach zero. That joint limit is a different problem.

The Gaussian limit also concerns small $s$ only. The factor $e^{-D_j^2/(2s^2)}$ is very small only when $s$ is well below $|D_j|$; at $s=|D_j|$ it is still $e^{-1/2}\approx0.61$.

```lean
import Mathlib

open Filter Topology

namespace ForbiddenChannelBroadening

noncomputable section

variable {ι : Type*} [Fintype ι]

/-- Scattering rate with Lorentzian broadening of width `s > 0`, up to a constant prefactor:
channel `j` has weight `c j` and energy mismatch `D j`. -/
def lorentzianRate (c D : ι → ℝ) (s : ℝ) : ℝ :=
  ∑ j, c j * (s / (D j ^ 2 + s ^ 2))

/-- Scattering rate with Gaussian broadening of width `s > 0`, up to a constant prefactor:
channel `j` has weight `c j` and energy mismatch `D j`. -/
def gaussianRate (c D : ι → ℝ) (s : ℝ) : ℝ :=
  ∑ j, c j / s * Real.exp (-(D j ^ 2 / (2 * s ^ 2)))

/-- The leakage coefficient, the sum of `c j / D j ^ 2` over channels whose mismatches `D j`
are all nonzero. -/
def leakage (c D : ι → ℝ) : ℝ :=
  ∑ j, c j / D j ^ 2

/-- At nonzero width, the Lorentzian rate per unit width is the sum of
`c j / (D j ^ 2 + s ^ 2)`. -/
theorem lorentzianRate_div (c D : ι → ℝ) {s : ℝ} (hs : s ≠ 0) :
    lorentzianRate c D s / s = ∑ j, c j / (D j ^ 2 + s ^ 2) := by
  unfold lorentzianRate
  rw [Finset.sum_div]
  refine Finset.sum_congr rfl fun j _ => ?_
  have h : D j ^ 2 + s ^ 2 ≠ 0 := by positivity
  field_simp

/-- If every mismatch is nonzero, the Lorentzian rate per unit width tends to the leakage
coefficient as the width decreases to zero. -/
theorem lorentzianRate_div_tendsto (c D : ι → ℝ) (hD : ∀ j, D j ≠ 0) :
    Tendsto (fun s => lorentzianRate c D s / s) (𝓝[>] 0) (𝓝 (leakage c D)) := by
  have hsum : Tendsto (fun s : ℝ => ∑ j, c j / (D j ^ 2 + s ^ 2)) (𝓝[>] 0)
      (𝓝 (∑ j, c j / D j ^ 2)) := by
    refine tendsto_finsetSum _ fun j _ => ?_
    have hcont : Continuous fun s : ℝ => D j ^ 2 + s ^ 2 := by fun_prop
    have ht : Tendsto (fun s : ℝ => D j ^ 2 + s ^ 2) (𝓝[>] 0) (𝓝 (D j ^ 2 + 0 ^ 2)) :=
      (hcont.tendsto 0).mono_left nhdsWithin_le_nhds
    rw [show D j ^ 2 + (0 : ℝ) ^ 2 = D j ^ 2 by ring] at ht
    exact tendsto_const_nhds.div ht (pow_ne_zero 2 (hD j))
  refine Tendsto.congr' ?_ hsum
  filter_upwards [self_mem_nhdsWithin] with s hs
  exact (lorentzianRate_div c D (Set.mem_Ioi.mp hs).ne').symm

/-- For nonnegative weights, nonzero mismatches and nonzero width, the Lorentzian rate per unit
width lies below the leakage coefficient by at most `s ^ 2` times the sum of `c j / D j ^ 4`. -/
theorem leakage_sub_lorentzianRate_div (c D : ι → ℝ) (hc : ∀ j, 0 ≤ c j)
    (hD : ∀ j, D j ≠ 0) {s : ℝ} (hs : s ≠ 0) :
    0 ≤ leakage c D - lorentzianRate c D s / s ∧
      leakage c D - lorentzianRate c D s / s ≤ s ^ 2 * ∑ j, c j / D j ^ 4 := by
  -- the deficit of a single channel
  have key : ∀ j, c j / D j ^ 2 - c j / (D j ^ 2 + s ^ 2)
      = c j * s ^ 2 / (D j ^ 2 * (D j ^ 2 + s ^ 2)) := by
    intro j
    have h0 := hD j
    have h1 : D j ^ 2 ≠ 0 := by positivity
    have h2 : D j ^ 2 + s ^ 2 ≠ 0 := by positivity
    rw [div_sub_div _ _ h1 h2]
    congr 1
    ring
  rw [lorentzianRate_div c D hs, leakage, ← Finset.sum_sub_distrib, Finset.mul_sum]
  constructor
  · refine Finset.sum_nonneg fun j _ => ?_
    have h := hc j
    rw [key j]
    positivity
  · refine Finset.sum_le_sum fun j _ => ?_
    have h := hc j
    have h0 := hD j
    rw [key j]
    calc c j * s ^ 2 / (D j ^ 2 * (D j ^ 2 + s ^ 2))
        ≤ c j * s ^ 2 / (D j ^ 2 * D j ^ 2) := by
          apply div_le_div_of_nonneg_left (by positivity) (by positivity)
          nlinarith [mul_nonneg (sq_nonneg (D j)) (sq_nonneg s)]
      _ = s ^ 2 * (c j / D j ^ 4) := by ring

/-- For nonnegative weights, nonzero mismatches and positive width, the Gaussian rate is bounded
by an explicit constant times `s ^ (2 * n + 1)`, for every natural `n`. -/
theorem gaussianRate_le (c D : ι → ℝ) (hc : ∀ j, 0 ≤ c j) (hD : ∀ j, D j ≠ 0)
    (n : ℕ) {s : ℝ} (hs : 0 < s) :
    gaussianRate c D s ≤
      (((n + 1).factorial : ℝ) * 2 ^ (n + 1) * ∑ j, c j / D j ^ (2 * (n + 1)))
        * s ^ (2 * n + 1) := by
  unfold gaussianRate
  rw [Finset.mul_sum, Finset.sum_mul]
  refine Finset.sum_le_sum fun j _ => ?_
  have h0 := hD j
  have hx : 0 < D j ^ 2 / (2 * s ^ 2) := by positivity
  -- a single term of the exponential series bounds the exponential from below
  have hexp := Real.pow_div_factorial_le_exp (D j ^ 2 / (2 * s ^ 2)) hx.le (n + 1)
  have hinv := inv_anti₀ (by positivity) hexp
  rw [← Real.exp_neg] at hinv
  rw [div_mul_eq_mul_div, div_le_iff₀ hs]
  refine (mul_le_mul_of_nonneg_left hinv (hc j)).trans (le_of_eq ?_)
  rw [div_pow, inv_div, div_div_eq_mul_div]
  ring

/-- For nonnegative weights and nonzero mismatches, the Gaussian rate vanishes faster than any
power of the width as the width decreases to zero. -/
theorem gaussianRate_div_pow_tendsto (c D : ι → ℝ) (hc : ∀ j, 0 ≤ c j)
    (hD : ∀ j, D j ≠ 0) (k : ℕ) :
    Tendsto (fun s => gaussianRate c D s / s ^ k) (𝓝[>] 0) (𝓝 0) := by
  obtain ⟨C, hC⟩ : ∃ C : ℝ, ∀ s : ℝ, 0 < s → gaussianRate c D s ≤ C * s ^ (2 * k + 1) :=
    ⟨_, fun s hs => gaussianRate_le c D hc hD k hs⟩
  have hcont : Continuous fun s : ℝ => C * s ^ (k + 1) := by fun_prop
  have ht : Tendsto (fun s : ℝ => C * s ^ (k + 1)) (𝓝[>] 0) (𝓝 (C * 0 ^ (k + 1))) :=
    (hcont.tendsto 0).mono_left nhdsWithin_le_nhds
  rw [show C * (0 : ℝ) ^ (k + 1) = 0 by simp] at ht
  -- squeeze between zero and the power bound
  refine squeeze_zero' ?_ ?_ ht
  · filter_upwards [self_mem_nhdsWithin] with s hs
    have hs' : 0 < s := hs
    refine div_nonneg (Finset.sum_nonneg fun j _ => ?_) (by positivity)
    have h := hc j
    positivity
  · filter_upwards [self_mem_nhdsWithin] with s hs
    have hs' : 0 < s := hs
    rw [div_le_iff₀ (pow_pos hs' k)]
    exact (hC s hs').trans (le_of_eq (by ring))

/-- For a nonempty finite set of channels with positive weights and nonzero mismatches, the
Lorentzian rate per unit width tends to a positive leakage coefficient as the width decreases to
zero, while the Gaussian rate divided by any power of the width tends to zero. -/
theorem forbidden_channel_leakage [Nonempty ι] (c D : ι → ℝ) (hc : ∀ j, 0 < c j)
    (hD : ∀ j, D j ≠ 0) :
    0 < leakage c D ∧
      Tendsto (fun s => lorentzianRate c D s / s) (𝓝[>] 0) (𝓝 (leakage c D)) ∧
      ∀ k : ℕ, Tendsto (fun s => gaussianRate c D s / s ^ k) (𝓝[>] 0) (𝓝 0) := by
  refine ⟨Finset.sum_pos (fun j _ => ?_) Finset.univ_nonempty,
    lorentzianRate_div_tendsto c D hD,
    gaussianRate_div_pow_tendsto c D (fun j => (hc j).le) hD⟩
  have h := hc j
  have h0 := hD j
  positivity

/-- For a nonempty finite set of channels with positive weights and nonzero mismatches, the ratio
of the Gaussian to the Lorentzian rate vanishes faster than any power of the width as the width
decreases to zero. -/
theorem gaussian_lorentzian_ratio_tendsto [Nonempty ι] (c D : ι → ℝ) (hc : ∀ j, 0 < c j)
    (hD : ∀ j, D j ≠ 0) (k : ℕ) :
    Tendsto (fun s => gaussianRate c D s / lorentzianRate c D s / s ^ k)
      (𝓝[>] 0) (𝓝 0) := by
  obtain ⟨hpos, hL, hG⟩ := forbidden_channel_leakage c D hc hD
  have h := (hG (k + 1)).div hL hpos.ne'
  rw [zero_div] at h
  refine Tendsto.congr' ?_ h
  filter_upwards [self_mem_nhdsWithin] with s hs
  have hs' : 0 < s := hs
  have hrate : 0 < lorentzianRate c D s := by
    refine Finset.sum_pos (fun j _ => ?_) Finset.univ_nonempty
    have hj := hc j
    positivity
  -- one power of the width is absorbed by the Lorentzian rate
  change gaussianRate c D s / s ^ (k + 1) / (lorentzianRate c D s / s)
    = gaussianRate c D s / lorentzianRate c D s / s ^ k
  rw [div_div_div_eq, div_div, div_eq_div_iff (by positivity) (by positivity)]
  ring

end

end ForbiddenChannelBroadening
```

```lean
#print axioms ForbiddenChannelBroadening.leakage_sub_lorentzianRate_div
#print axioms ForbiddenChannelBroadening.gaussian_lorentzian_ratio_tendsto
```

```
'ForbiddenChannelBroadening.leakage_sub_lorentzianRate_div' depends on axioms: [propext, Classical.choice, Quot.sound]
'ForbiddenChannelBroadening.gaussian_lorentzian_ratio_tendsto' depends on axioms: [propext, Classical.choice, Quot.sound]
```

### From the channel sums to the limits in Lean

`lorentzianRate_div` is the division by $s$. It moves the division inside the sum with `Finset.sum_div` and simplifies each term, using that $D_j^2+s^2$ is nonzero because $s$ is.

`lorentzianRate_div_tendsto` takes the limit term by term. The denominator is continuous in $s$, so it tends to its value at 0, and `tendsto_const_nhds.div` gives the limit of the quotient because $D_j^2\neq0$. `tendsto_finsetSum` adds up the finitely many limits. The step with `Tendsto.congr'` then replaces the simplified sum by $L(s)/s$, since the two agree for all positive $s$. The signs of the weights play no role in this lemma.

`leakage_sub_lorentzianRate_div` contains the error bound. Its auxiliary statement `key` is the one-channel difference with a common denominator. The lower bound follows because every such difference is nonnegative. The upper bound uses `div_le_div_of_nonneg_left`, which is the replacement of $D_j^2+s^2$ by $D_j^2$ in the denominator. The limit theorems do not use this lemma; it supplies the size of the correction at finite width.

`gaussianRate_le` is the bound with $C_n$. The inequality for one term of the exponential series is `Real.pow_div_factorial_le_exp`, applied at order `n + 1`. Then `inv_anti₀` inverts it, and `Real.exp_neg` turns the inverse exponential into $e^{-x}$. The proof multiplies by the nonnegative weight and collects the powers of $s$, channel by channel.

`gaussianRate_div_pow_tendsto` uses this bound with $n=k$. It hides the constant behind the name `C`, shows that $C s^{k+1}$ tends to 0, and applies `squeeze_zero'`. The two conditions of the squeeze are that $G(s)/s^k$ is nonnegative and that it is at most $C s^{k+1}$, both for positive $s$.

`forbidden_channel_leakage` joins the two limits and proves $\Lambda>0$ with `Finset.sum_pos`, which needs a nonempty set of channels and positive terms.

For the ratio, the last theorem takes the Gaussian limit at order `k + 1` and divides it by the Lorentzian limit, with `hpos.ne'` providing $\Lambda\neq0$. The remaining lines verify, for positive $s$, that this quotient equals $G(s)/L(s)/s^k$. They first show $L(s)>0$, so that the fractions may be cleared.
